# Low-field Hall sign of Drude electrons and holes conducting in parallel

Take a sample with electron density $n$, hole density $p = 3n$, elementary charge $e$, and electron mobility $\mu_n$ twice the hole mobility $\mu_p$. The zero-field conductivity weights each species by density times mobility, so holes win $3:2$. The transverse response to a weak magnetic field weights each by density times mobility squared, with the sign of the charge, so electrons win $4:3$. The low-field Hall coefficient comes out as $-1/(25\,e\,n)$: negative, although holes are the majority and carry most of the current. At $p = 4n$ it vanishes.

## The coefficient and its sign threshold

Let $B$ be the field along $z$, $\sigma(B)$ the in-plane conductivity tensor summed over species, $\rho = \sigma^{-1}$, and $R_H = d\rho_{yx}/dB$ at $B = 0$. For Drude electrons and holes with $e, n, p, \mu_n, \mu_p > 0$,

$$R_H = \frac{p\mu_p^2 - n\mu_n^2}{e\,(p\mu_p + n\mu_n)^2}.$$

Put $p = n + N_A$ with $N_A > 0$, which is charge neutrality with a density $N_A$ of ionised acceptors and no donors. For a mobility ratio $b = \mu_n/\mu_p > 1$, $R_H < 0$ exactly when $n > N_A/(b^2-1)$, and $R_H = 0$ exactly at equality. The opening case has $b = 2$, $N_A = 2n$ and threshold $2n/3$.

## Use in transport codes

A relaxation-time Boltzmann code that computes a conductivity tensor in a magnetic field for each band, adds these tensors and inverts the sum must reproduce this formula in the low-field limit when there is one electron band and one hole band, each isotropic and parabolic with an energy-independent relaxation time; with more such bands the target is the general expression $T/S^2$ derived below. A comparison over a range of densities and mobilities (a single point with $R_H = 0$ is not enough) reveals a swapped index order in $\rho_{yx}$, a wrong sign attached to electrons, or tensors inverted before they are summed, if only one of these errors is present. Two sign errors can cancel: reversing the charges of both species and also swapping the indices leaves $R_H$ unchanged. For an acceptor-doped sample ($p = n + N_A$) in this two-species model with $b > 1$, a routine that labels the sample n- or p-type from the Hall sign agrees with the doping only when $n$ is below the threshold.

## From the drift equation to the threshold

A species has density $c$, signed charge $q$, relaxation time $\tau$, effective mass $m^*$ and signed mobility $m = q\tau/m^*$. Balancing the Lorentz force against friction $m^* v/\tau$ gives, for drift velocity $v$ in an electric field $E$,

$$v_x = m(E_x + v_y B), \qquad v_y = m(E_y - v_x B).$$

Substituting each equation into the other,

$$(1 + m^2B^2)\,v_x = m(E_x + mB\,E_y), \qquad (1 + m^2B^2)\,v_y = m(E_y - mB\,E_x),$$

so the current density $j = cqv$ equals $\sigma E$ with

$$\sigma = \frac{cqm}{1+m^2B^2}\begin{pmatrix}1 & mB\\ -mB & 1\end{pmatrix}.$$

Species $i$ all see the same $E$ and their currents add. The sum keeps the shape, and it inverts when $D = \sigma_{xx}^2 + \sigma_{xy}^2 \ne 0$:

$$\sigma = \begin{pmatrix}\sigma_{xx} & \sigma_{xy}\\ -\sigma_{xy} & \sigma_{xx}\end{pmatrix}, \qquad \rho = \frac1D\begin{pmatrix}\sigma_{xx} & -\sigma_{xy}\\ \sigma_{xy} & \sigma_{xx}\end{pmatrix},$$

with $\sigma_{xx} = \sum_i c_iq_im_i/(1+m_i^2B^2)$ and $\sigma_{xy} = \sum_i c_iq_im_i^2B/(1+m_i^2B^2)$. Hence $\rho_{yx} = \sigma_{xy}/D$.

Write $S = \sum_i c_iq_im_i$ and $T = \sum_i c_iq_im_i^2$, and let a prime denote $d/dB$. At $B = 0$, $\sigma_{xx} = S$, $\sigma_{xx}' = 0$, $\sigma_{xy} = 0$ and $\sigma_{xy}' = T$. Then $D = S^2$ and $D' = 2\sigma_{xx}\sigma_{xx}' + 2\sigma_{xy}\sigma_{xy}' = 0$. For $S \neq 0$ the quotient rule gives

$$R_H = \frac{\sigma_{xy}' D - \sigma_{xy}D'}{D^2} = \frac{T S^2}{S^4} = \frac{T}{S^2}.$$

A single species gives $cqm^2/(cqm)^2 = 1/(cq)$, where the mobility drops out. For electrons $(n, -e, -\mu_n)$ and holes $(p, e, \mu_p)$, $S = e(p\mu_p + n\mu_n)$ and $T = e(p\mu_p^2 - n\mu_n^2)$; cancelling one $e$ gives the formula.

With $p = n + N_A$ and $\mu_n = b\mu_p$ the numerator is $\mu_p^2\,[N_A - n(b^2-1)]$ and the denominator is positive. For $b > 1$, division by $b^2 - 1 > 0$ gives the threshold $n_0 = N_A/(b^2-1)$. For $\mu_n \le \mu_p$ the numerator is $N_A\mu_p^2 + n(\mu_p^2 - \mu_n^2) > 0$, so $R_H > 0$ at every $n$.

Add mass action, $np = n_{\mathrm{int}}^2$ with intrinsic density $n_{\mathrm{int}} \ge 0$, the equilibrium relation of a non-degenerate semiconductor. Since $n_0 + N_A = n_0b^2$, one has $n_0(n_0+N_A) = (n_0b)^2$, and

$$n_{\mathrm{int}}^2 - (n_0b)^2 = (n - n_0)(n + n_0 + N_A).$$

The last factor is positive, so $n > n_0$ is equivalent to $n_{\mathrm{int}} > n_0 b = N_Ab/(b^2-1)$.

## Tensors, inverse and derivative in Lean

```lean
import Mathlib

open Matrix Filter Topology

namespace TwoCarrierHall

noncomputable section

variable {ι : Type*} [Fintype ι]

/-- In-plane Drude conductivity tensor, in a field `B` along `z`, of carriers with density `c`,
signed charge `q` and signed mobility `m` (physically of the same sign as `q`; the definition does
not impose this). -/
def drudeSigma (c q m B : ℝ) : Matrix (Fin 2) (Fin 2) ℝ :=
  (c * q * m / (1 + (m * B) ^ 2)) • !![1, m * B; -(m * B), 1]

/-- Conductivity tensor of a finite family of carrier species: the sum of the Drude tensors. -/
def totalSigma (c q m : ι → ℝ) (B : ℝ) : Matrix (Fin 2) (Fin 2) ℝ :=
  ∑ i, drudeSigma (c i) (q i) (m i) B

/-- Sum of the longitudinal Drude conductivities of all species. -/
def sxx (c q m : ι → ℝ) (B : ℝ) : ℝ := ∑ i, c i * q i * m i / (1 + (m i * B) ^ 2)

/-- Sum of the Hall conductivities of all species. -/
def sxy (c q m : ι → ℝ) (B : ℝ) : ℝ :=
  ∑ i, c i * q i * m i / (1 + (m i * B) ^ 2) * (m i * B)

/-- Conductivity tensor of electrons (density `n`, charge `-e`, mobility `μn`) in parallel with
holes (density `p`, charge `e`, mobility `μp`). -/
def twoSigma (e n p μn μp B : ℝ) : Matrix (Fin 2) (Fin 2) ℝ :=
  drudeSigma n (-e) (-μn) B + drudeSigma p e μp B

/-- Low-field Hall coefficient of electrons and holes: the `B`-derivative of `ρ_yx` at `B = 0`,
with `ρ` the inverse of the conductivity tensor. -/
def hallCoeff (e n p μn μp : ℝ) : ℝ := deriv (fun B => (twoSigma e n p μn μp B)⁻¹ 1 0) 0

/-- If the drift velocity obeys the steady-state equation `v = m (E + v × B)`, the current
density `c q v` is the Drude tensor applied to `E`. -/
theorem drude_current (c q m B : ℝ) (E v : Fin 2 → ℝ)
    (hx : v 0 = m * (E 0 + v 1 * B)) (hy : v 1 = m * (E 1 - v 0 * B)) :
    (c * q) • v = drudeSigma c q m B *ᵥ E := by
  have hd : 1 + (m * B) ^ 2 ≠ 0 := by positivity
  -- solve the two coupled equations for the velocity
  have h0 : v 0 = m * (E 0 + m * B * E 1) / (1 + (m * B) ^ 2) := by
    rw [eq_div_iff hd]; linear_combination hx + m * B * hy
  have h1 : v 1 = m * (E 1 - m * B * E 0) / (1 + (m * B) ^ 2) := by
    rw [eq_div_iff hd]; linear_combination hy - m * B * hx
  ext i
  fin_cases i
  · simp [drudeSigma, mulVec, dotProduct, Fin.sum_univ_two]
    linear_combination c * q * h0
  · simp [drudeSigma, mulVec, dotProduct, Fin.sum_univ_two]
    linear_combination c * q * h1

/-- The summed tensor has equal diagonal entries `σxx` and off-diagonal entries `±σxy`. -/
theorem totalSigma_eq (c q m : ι → ℝ) (B : ℝ) :
    totalSigma c q m B = !![sxx c q m B, sxy c q m B; -sxy c q m B, sxx c q m B] := by
  ext a b
  fin_cases a <;> fin_cases b <;>
    simp [totalSigma, Matrix.sum_apply, drudeSigma, sxx, sxy]

/-- Where `σxx² + σxy² ≠ 0` the resistivity tensor inverts the conductivity tensor, and
`ρ_yx = σxy / (σxx² + σxy²)`. -/
theorem rho_yx (c q m : ι → ℝ) (B : ℝ) (h : sxx c q m B ^ 2 + sxy c q m B ^ 2 ≠ 0) :
    totalSigma c q m B * (totalSigma c q m B)⁻¹ = 1 ∧
      (totalSigma c q m B)⁻¹ 1 0 = sxy c q m B / (sxx c q m B ^ 2 + sxy c q m B ^ 2) := by
  rw [totalSigma_eq]
  generalize sxx c q m B = a at h ⊢
  generalize sxy c q m B = b at h ⊢
  have hadj : !![a, b; -b, a] * !![a, -b; b, a]
      = (a ^ 2 + b ^ 2) • (1 : Matrix (Fin 2) (Fin 2) ℝ) := by
    ext i j
    fin_cases i <;> fin_cases j <;> simp [Matrix.mul_apply, Fin.sum_univ_succ] <;> ring
  have hinv : !![a, b; -b, a] * ((a ^ 2 + b ^ 2)⁻¹ • !![a, -b; b, a]) = 1 := by
    rw [Matrix.mul_smul, hadj, smul_smul, inv_mul_cancel₀ h, one_smul]
  rw [Matrix.inv_eq_right_inv hinv]
  exact ⟨hinv, by simp [div_eq_inv_mul]⟩

/-- For any finite family of species with nonzero zero-field conductivity `∑ c q m`, the summed
tensor is invertible near `B = 0` and `dρ_yx/dB` at `B = 0` is `∑ c q m² / (∑ c q m)²`. -/
theorem hall_low_field (c q m : ι → ℝ) (hS : ∑ i, c i * q i * m i ≠ 0) :
    (∀ᶠ B in 𝓝 (0 : ℝ), totalSigma c q m B * (totalSigma c q m B)⁻¹ = 1) ∧
      HasDerivAt (fun B => (totalSigma c q m B)⁻¹ 1 0)
        ((∑ i, c i * q i * m i ^ 2) / (∑ i, c i * q i * m i) ^ 2) 0 := by
  have hl : ∀ i, HasDerivAt (fun B : ℝ => m i * B) (m i) 0 := fun i => by
    simpa using (hasDerivAt_id (0 : ℝ)).const_mul (m i)
  have hd : ∀ i, HasDerivAt (fun B : ℝ => 1 + (m i * B) ^ 2) 0 0 := fun i =>
    (((hl i).fun_pow 2).const_add 1).congr_deriv (by simp)
  -- the longitudinal terms are stationary at B = 0, the Hall terms have slope c q m²
  have hk : ∀ i, HasDerivAt (fun B : ℝ => c i * q i * m i / (1 + (m i * B) ^ 2)) 0 0 :=
    fun i => ((hasDerivAt_const (0 : ℝ) (c i * q i * m i)).fun_div (hd i)
      (by simp)).congr_deriv (by simp)
  have ht : ∀ i, HasDerivAt (fun B : ℝ => c i * q i * m i / (1 + (m i * B) ^ 2) * (m i * B))
      (c i * q i * m i ^ 2) 0 := fun i => ((hk i).fun_mul (hl i)).congr_deriv (by ring)
  have hxx : HasDerivAt (fun B => sxx c q m B) 0 0 := by
    have := HasDerivAt.fun_sum (u := Finset.univ) fun i _ => hk i
    exact this.congr_deriv (by simp)
  have hxy : HasDerivAt (fun B => sxy c q m B) (∑ i, c i * q i * m i ^ 2) 0 := by
    have := HasDerivAt.fun_sum (u := Finset.univ) fun i _ => ht i
    exact this
  have h0x : sxx c q m 0 = ∑ i, c i * q i * m i := by simp [sxx]
  have h0y : sxy c q m 0 = 0 := by simp [sxy]
  have hD : HasDerivAt (fun B => sxx c q m B ^ 2 + sxy c q m B ^ 2) 0 0 :=
    ((hxx.fun_pow 2).fun_add (hxy.fun_pow 2)).congr_deriv (by simp [h0y])
  have hE : sxx c q m 0 ^ 2 + sxy c q m 0 ^ 2 = (∑ i, c i * q i * m i) ^ 2 := by
    rw [h0x, h0y]; ring
  have hD0 : sxx c q m 0 ^ 2 + sxy c q m 0 ^ 2 ≠ 0 := by
    rw [hE]; exact pow_ne_zero 2 hS
  -- the determinant stays nonzero near B = 0
  have hev := hD.continuousAt.eventually_ne hD0
  have key : ∀ T S D y : ℝ, S ≠ 0 → D = S ^ 2 → (T * D - y * 0) / D ^ 2 = T / S ^ 2 := by
    rintro T S D y h rfl
    rw [mul_zero, sub_zero, pow_two (S ^ 2), mul_div_mul_right _ _ (pow_ne_zero 2 h)]
  have hq := (hxy.fun_div hD hD0).congr_deriv (key _ _ _ _ hS hE)
  exact ⟨hev.mono fun B hB => (rho_yx c q m B hB).1,
    hq.congr_of_eventuallyEq (hev.mono fun B hB => (rho_yx c q m B hB).2)⟩

/-- For electrons and holes with all parameters positive, the tensor is invertible near `B = 0`
and `dρ_yx/dB` at `B = 0` is `(p μp² - n μn²) / (e (p μp + n μn)²)`. -/
theorem two_carrier_hall {e n p μn μp : ℝ} (he : 0 < e) (hn : 0 < n) (hp : 0 < p)
    (hμn : 0 < μn) (hμp : 0 < μp) :
    (∀ᶠ B in 𝓝 (0 : ℝ), twoSigma e n p μn μp B * (twoSigma e n p μn μp B)⁻¹ = 1) ∧
      HasDerivAt (fun B => (twoSigma e n p μn μp B)⁻¹ 1 0)
        ((p * μp ^ 2 - n * μn ^ 2) / (e * (p * μp + n * μn) ^ 2)) 0 := by
  have heq : ∀ B, totalSigma (ι := Fin 2) ![n, p] ![-e, e] ![-μn, μp] B
      = twoSigma e n p μn μp B := fun B => by
    simp [totalSigma, twoSigma, Fin.sum_univ_two]
  have hS : ∑ i : Fin 2, ![n, p] i * ![-e, e] i * ![-μn, μp] i = e * (p * μp + n * μn) := by
    rw [Fin.sum_univ_two]
    show n * (-e) * (-μn) + p * e * μp = _
    ring
  have hT : ∑ i : Fin 2, ![n, p] i * ![-e, e] i * ![-μn, μp] i ^ 2
      = e * (p * μp ^ 2 - n * μn ^ 2) := by
    rw [Fin.sum_univ_two]
    show n * (-e) * (-μn) ^ 2 + p * e * μp ^ 2 = _
    ring
  have hpos : e * (p * μp + n * μn) ≠ 0 := by positivity
  have h := hall_low_field (ι := Fin 2) ![n, p] ![-e, e] ![-μn, μp] (hS.trans_ne hpos)
  simp only [heq] at h
  have key : e * (p * μp ^ 2 - n * μn ^ 2) / (e * (p * μp + n * μn)) ^ 2
      = (p * μp ^ 2 - n * μn ^ 2) / (e * (p * μp + n * μn) ^ 2) := by
    rw [mul_pow e, pow_two e, mul_assoc e e, mul_div_mul_left _ _ he.ne']
  exact ⟨h.1, h.2.congr_deriv ((congrArg₂ (fun a b : ℝ => a / b ^ 2) hT hS).trans key)⟩

/-- With `p = n + N`, acceptor density `N > 0` and mobility ratio `b = μn / μp > 1`, the
low-field Hall coefficient is negative iff `n > N / (b² - 1)` and zero iff `n = N / (b² - 1)`. -/
theorem hall_sign {e n N μn μp b : ℝ} (he : 0 < e) (hn : 0 < n) (hN : 0 < N) (hμp : 0 < μp)
    (hb : b = μn / μp) (hb1 : 1 < b) :
    (hallCoeff e n (n + N) μn μp < 0 ↔ N / (b ^ 2 - 1) < n) ∧
      (hallCoeff e n (n + N) μn μp = 0 ↔ n = N / (b ^ 2 - 1)) := by
  have hμ : μn = b * μp := by rw [hb, div_mul_cancel₀ _ hμp.ne']
  clear hb
  subst hμ
  have hb0 : 0 < b := by linarith
  have hb2 : 0 < b ^ 2 - 1 := by nlinarith
  have hK : 0 < μp ^ 2 / (e * ((n + N) * μp + n * (b * μp)) ^ 2) := by positivity
  -- a positive factor times N - n (b² - 1)
  have hR : hallCoeff e n (n + N) (b * μp) μp
      = μp ^ 2 / (e * ((n + N) * μp + n * (b * μp)) ^ 2) * (N - n * (b ^ 2 - 1)) := by
    rw [hallCoeff, (two_carrier_hall he hn (add_pos hn hN) (mul_pos hb0 hμp) hμp).2.deriv,
      div_mul_eq_mul_div]
    congr 1
    ring
  rw [hR, div_lt_iff₀ hb2, eq_div_iff hb2.ne']
  generalize μp ^ 2 / (e * ((n + N) * μp + n * (b * μp)) ^ 2) = K at hK ⊢
  refine ⟨⟨fun h => ?_, fun h => mul_neg_of_pos_of_neg hK (by linarith)⟩,
    ⟨fun h => ?_, fun h => by rw [h, sub_self, mul_zero]⟩⟩
  · by_contra hx
    have := mul_nonneg hK.le (sub_nonneg.mpr (not_lt.mp hx))
    linarith
  · have := (mul_eq_zero.mp h).resolve_left hK.ne'
    linarith

/-- With `p = n + N`, `N > 0` and `μn ≤ μp`, the low-field Hall coefficient is positive for
every electron density. -/
theorem hall_pos_of_slow_electrons {e n N μn μp : ℝ} (he : 0 < e) (hn : 0 < n) (hN : 0 < N)
    (hμn : 0 < μn) (hle : μn ≤ μp) : 0 < hallCoeff e n (n + N) μn μp := by
  have hμp : 0 < μp := lt_of_lt_of_le hμn hle
  rw [hallCoeff, (two_carrier_hall he hn (add_pos hn hN) hμn hμp).2.deriv]
  have h1 := mul_le_mul_of_nonneg_left (pow_le_pow_left₀ hμn.le hle 2) hn.le
  have h2 := mul_pos hN (pow_pos hμp 2)
  exact div_pos (by nlinarith) (by positivity)

/-- With `p = n + N`, mass action `n p = ni²` and `b = μn / μp > 1`, the low-field Hall
coefficient is negative iff the intrinsic density `ni` exceeds `N b / (b² - 1)`. -/
theorem hall_sign_intrinsic {e n N μn μp b ni : ℝ} (he : 0 < e) (hn : 0 < n) (hN : 0 < N)
    (hμp : 0 < μp) (hb : b = μn / μp) (hb1 : 1 < b) (hni : 0 ≤ ni)
    (hm : n * (n + N) = ni ^ 2) :
    hallCoeff e n (n + N) μn μp < 0 ↔ N * b / (b ^ 2 - 1) < ni := by
  have hb2 : 0 < b ^ 2 - 1 := by nlinarith
  have hb0 : 0 < b := by linarith
  obtain ⟨n0, hn0⟩ : ∃ n0, n0 = N / (b ^ 2 - 1) := ⟨_, rfl⟩
  have hpos : 0 < n0 := by rw [hn0]; exact div_pos hN hb2
  have hN0 : N = n0 * (b ^ 2 - 1) := by rw [hn0, div_mul_cancel₀ _ hb2.ne']
  rw [(hall_sign he hn hN hμp hb hb1).1, mul_div_right_comm, ← hn0]
  -- n (n + N) increases with n and equals (n0 b)² at the threshold n0
  have hid : ni ^ 2 - (n0 * b) ^ 2 = (n - n0) * (n + n0 + N) := by
    linear_combination (-1) * hm + n0 * hN0
  have hs : 0 < n + n0 + N := by positivity
  constructor
  · intro h
    by_contra hx
    have h1 := pow_le_pow_left₀ hni (not_lt.mp hx) 2
    have h2 := mul_pos (sub_pos.mpr h) hs
    linarith
  · intro h
    by_contra hx
    have h1 := pow_lt_pow_left₀ h (mul_pos hpos hb0).le two_ne_zero
    have h2 := mul_nonneg (sub_nonneg.mpr (not_lt.mp hx)) hs.le
    nlinarith

end

end TwoCarrierHall
```

```lean
#print axioms TwoCarrierHall.drude_current
#print axioms TwoCarrierHall.hall_pos_of_slow_electrons
#print axioms TwoCarrierHall.hall_sign_intrinsic
```

```
'TwoCarrierHall.drude_current' depends on axioms: [propext, Classical.choice, Quot.sound]
'TwoCarrierHall.hall_pos_of_slow_electrons' depends on axioms: [propext, Classical.choice, Quot.sound]
'TwoCarrierHall.hall_sign_intrinsic' depends on axioms: [propext, Classical.choice, Quot.sound]
```

## How the code maps to the physics

Index `0` is $x$ and `1` is $y$, so `(twoSigma e n p μn μp B)⁻¹ 1 0` is $\rho_{yx}$, the ratio $E_y/j_x$ at $j_y = 0$. `drudeSigma` is the one-species tensor, `totalSigma` its sum over a finite index type `ι`, and `twoSigma` the electron–hole sum, in which `μn` is a positive magnitude and the minus signs are written out. `hallCoeff` is $R_H$, `N` is $N_A$, and `ni` is $n_{\mathrm{int}}$. Lean returns zero for the inverse of a singular matrix and for `deriv` of a non-differentiable function; the two formula theorems exclude both by stating invertibility for all $B$ near zero (`∀ᶠ B in 𝓝 (0 : ℝ)`) together with `HasDerivAt`.

`drude_current` takes the two drift equations as `hx` and `hy`; `linear_combination hx + m * B * hy` is the substitution above. No later theorem calls it: its role is to tie the definition of `drudeSigma` to the equation of motion. `totalSigma_eq` checks the shape of the sum entry by entry. `rho_yx` multiplies by the adjugate (`hadj`), divides by $D$ (`hinv`), and identifies this right inverse with `⁻¹`.

`hall_low_field` needs only `hS`, that is $S \ne 0$, with no sign condition on any parameter; a one-element `ι` gives the single-species case. Its steps `hxx`, `hxy`, `hD` and `hE` are $\sigma_{xx}' = 0$, $\sigma_{xy}' = T$, $D' = 0$ and $D = S^2$. Continuity of $D$ gives `hev`, $D \neq 0$ near zero, and there `congr_of_eventuallyEq` transfers the derivative of $\sigma_{xy}/D$ to the matrix entry. `two_carrier_hall` sets `ι := Fin 2`, electrons first, and evaluates $S$ and $T$ in `hS` and `hT`.

In `hall_sign`, `hR` writes $R_H$ as a positive factor `K` times `N - n * (b ^ 2 - 1)`; positivity of `μn` follows from `hb`, `hb1` and `hμp`. `hall_pos_of_slow_electrons` bounds the numerator. In `hall_sign_intrinsic`, `hid` is the factorisation above, and only the condition for a negative sign is stated.

## Limits of the Drude setting and of the zero-field slope

The theorems give the exact slope at $B = 0$ and its sign, over the real numbers, for the model as defined. Adding tensors is a definition: species share one field and exchange no momentum. Each species is isotropic in the plane with a single field-independent mobility, so energy-dependent scattering, warped bands and Landau quantisation are absent, and the densities do not depend on $B$. Neutrality and mass action enter as hypotheses; nothing derives them from carrier statistics, and temperature does not appear.

The neighbourhood of invertibility has no stated size, and no theorem bounds the gap between $\rho_{yx}(B)/B$ at finite field and $R_H$. One numerical caution lies beyond the theorems: near $n_0$ the numerator is a difference of nearly equal terms, so a comparison with a code there is better made with an absolute tolerance than a relative one.
